# Closed-form hoppings of the Wilson chain for a logarithmically discretised flat band

Before the iterative diagonalisation starts, a numerical renormalization group (NRG) code fills an array with the hoppings of the bath chain. Take a non-interacting band with a constant density of states centred on the Fermi level, coupled to the impurity with the same strength at every energy. NRG work calls this a flat band. If it is discretised on the unshifted logarithmic grid, with one level at the midpoint of each interval, that array can be filled from a formula. The same formula tests a routine that tridiagonalises the discretised bath numerically, where rounding can spoil orthogonality.

## The star and its chain

Let D > 0 be the half-bandwidth, Λ > 1 the discretisation parameter and q = 1/Λ. Each energy interval from D q^(n+1) to D qⁿ, and its mirror image, is replaced by one level at its midpoint, carrying the interval's share of the flat spectral weight. For n = 0, 1, 2, … this gives

levels ±c qⁿ, with c = D(1+q)/2, and weight (1−q)qⁿ/2 each.

Write ⟨f⟩ for the weighted sum of f over all levels. The hopping tₙ > 0 between chain sites n and n+1 is given by

tₙ² = c² sₙ, sₙ = qⁿ(1−q^(n+1))² / ((1−q^(2n+1))(1−q^(2n+3))).

With zero onsite energies, the chain generates the monic polynomials

p₀ = 1, p₁ = x, pₙ₊₂ = x pₙ₊₁ − tₙ² pₙ.

The central result is ⟨pₘpₙ⟩ = 0 for m ≠ n and ⟨pₙ²⟩ = t₀²⋯tₙ₋₁², with the empty product equal to 1. The normalised site functions φₙ = pₙ/(t₀⋯tₙ₋₁) therefore satisfy x φₙ = tₙφₙ₊₁ + tₙ₋₁φₙ₋₁, without the last term at n = 0. These relations give the tridiagonal matrix of the chain, with the tₙ next to a zero diagonal.

## Orthogonality from geometric series

Summing over n gives every moment:

⟨xᵏ⟩ = ½(1+(−1)ᵏ) cᵏ (1−q)/(1−q^(k+1)).

Define F₀(z) = (1−q)/(1−qz), F₁(z) = (1−q)/(1−q²z) and

Fₙ₊₂(z) = Fₙ₊₁(qz) − sₙFₙ(z).

The moments settle n = 0 and 1, and the chain recursion then gives, for all n,

⟨xᵏpₙ⟩ = ½(1+(−1)^(k+n)) c^(k+n) Fₙ(qᵏ).

For 0 ≤ z ≤ 1, two relations hold:

(A) (1−q^(2n+1))(1−qz)Fₙ₊₁(z) = (1−q^(n+1))(qⁿ−qz)Fₙ(qz)

(B) (1−q^(2n+1))(1−q^(n+3)z)Fₙ₊₁(qz) = qⁿ(1−q^(n+1))(1−qz)Fₙ(z)

At n = 0 both follow by substitution. For the next A, use B to eliminate Fₙ(z) from the recursion:

(1−q^(2n+3))(1−qz)Fₙ₊₂(z) = [(1−q^(2n+3))(1−qz) − (1−q^(n+1))(1−q^(n+3)z)] Fₙ₊₁(qz).

The bracket factors as (1−q^(n+2))(q^(n+1)−qz). For the next B, take the new A at qz, replace Fₙ₊₁(q²z) using the old B at qz, then replace Fₙ(qz) using the old A at z. Cancelling the nonzero factors (1−q^(2n+1))(1−q²z) finishes the step.

At z = qᵏ, A contains the factor qⁿ−q^(k+1). It vanishes when k+1 = n; for smaller k of the right parity, Fₙ(q^(k+1)) vanishes by induction. Hence Fₙ(qᵏ) = 0 whenever k < n and k+n is even. Setting Fₙ₊₂(qⁿ) = 0 in the recursion gives

Fₙ₊₁(q^(n+1)) = sₙFₙ(qⁿ), F₀(1) = 1,

so Fₙ(qⁿ) = s₀⋯sₙ₋₁. Thus ⟨xᵏpₙ⟩ is zero for k < n and t₀²⋯tₙ₋₁² for k = n.

To replace xᵏ by pₘ, use

⟨xᵏpₘ₊₂pₙ⟩ = ⟨x^(k+1)pₘ₊₁pₙ⟩ − tₘ²⟨xᵏpₘpₙ⟩

for k+m+2 ≤ n. The last average is zero by induction, and k = 0 gives the orthogonality.

For low-order checks, s₀ = (1−q)/(1−q³) and s₀+s₁ = (1−q³)/(1−q⁵). Comparison with the moments gives ⟨1⟩ = 1, ⟨x²⟩ = t₀² and ⟨x⁴⟩ = t₀²(t₀²+t₁²); odd moments vanish. Finally,

tₙΛ^(n/2) = c(1−q^(n+1)) / √((1−q^(2n+1))(1−q^(2n+3))) → c.

## The chain in Lean

```lean
import Mathlib

open Filter Topology

namespace WilsonChain

noncomputable section

/-- The largest level energy `c = D (1 + q) / 2` for half-bandwidth `D`. -/
def bandTop (D q : ℝ) : ℝ := D * (1 + q) / 2

/-- The positive level `c q^n` of the discretized band. -/
def level (D q : ℝ) (n : ℕ) : ℝ := bandTop D q * q ^ n

/-- The weight `(1 - q) q^n / 2` of each of the two levels `± c q^n`. -/
def weight (q : ℝ) (n : ℕ) : ℝ := (1 - q) * q ^ n / 2

/-- The average of `f` over the weighted levels `± c q^n` converges and equals `v`. -/
def StarAverage (D q : ℝ) (f : ℝ → ℝ) (v : ℝ) : Prop :=
  HasSum (fun n => weight q n * (f (level D q n) + f (-level D q n))) v

/-- The squared hopping in units of `c^2`, for `0 < q < 1`. -/
def hopShape (q : ℝ) (n : ℕ) : ℝ :=
  q ^ n * (1 - q ^ (n + 1)) ^ 2 / ((1 - q ^ (2 * n + 1)) * (1 - q ^ (2 * n + 3)))

/-- The squared hopping `t_n^2` between sites `n` and `n + 1`, for `0 < q < 1`. -/
def hopSq (D q : ℝ) (n : ℕ) : ℝ := bandTop D q ^ 2 * hopShape q n

/-- The monic polynomials generated by a chain with hoppings `t_n` and zero onsite energies. -/
def chainPoly (D q : ℝ) : ℕ → ℝ → ℝ
  | 0, _ => 1
  | 1, x => x
  | n + 2, x => x * chainPoly D q (n + 1) x - hopSq D q n * chainPoly D q n x

/-- For `0 < q < 1` and `k + n` even, `c^(k+n)` times the value at `z = q^k` is the average of `x^k`
times the `n`-th chain polynomial. -/
def residual (q : ℝ) : ℕ → ℝ → ℝ
  | 0, z => (1 - q) / (1 - q * z)
  | 1, z => (1 - q) / (1 - q ^ 2 * z)
  | n + 2, z => residual q (n + 1) (q * z) - hopShape q n * residual q n z

variable {q : ℝ} (D : ℝ)

/-- For `0 < q < 1` the factors `1 - q^m` with `m ≠ 0` do not vanish. -/
theorem one_sub_pow_ne (hq0 : 0 < q) (hq1 : q < 1) {m : ℕ} (hm : m ≠ 0) : 1 - q ^ m ≠ 0 :=
  (sub_pos.2 (pow_lt_one₀ hq0.le hq1 hm)).ne'

/-- Averages over the levels are linear. -/
theorem average_sub {f g h : ℝ → ℝ} {u v w : ℝ} (a : ℝ) (hf : StarAverage D q f v)
    (hg : StarAverage D q g w) (hh : ∀ x, h x = f x - a * g x) (hu : u = v - a * w) :
    StarAverage D q h u := by
  unfold StarAverage at *
  have e : (fun n => weight q n * (h (level D q n) + h (-level D q n))) =
      fun n => weight q n * (f (level D q n) + f (-level D q n)) -
        a * (weight q n * (g (level D q n) + g (-level D q n))) := by
    funext n
    rw [hh, hh]
    ring
  rw [hu, e]
  exact hf.sub (hg.mul_left a)

/-- All moments of the discretized band in closed form. -/
theorem star_moment (hq0 : 0 < q) (hq1 : q < 1) (k : ℕ) :
    StarAverage D q (fun x => x ^ k)
      ((1 + (-1) ^ k) / 2 * bandTop D q ^ k * ((1 - q) / (1 - q ^ (k + 1)))) := by
  have h := (hasSum_geometric_of_lt_one (pow_nonneg hq0.le (k + 1))
    (pow_lt_one₀ hq0.le hq1 k.succ_ne_zero)).mul_left
      ((1 + (-1) ^ k) / 2 * bandTop D q ^ k * (1 - q))
  have hs : (fun n => weight q n * (level D q n ^ k + (-level D q n) ^ k)) =
      fun n => (1 + (-1) ^ k) / 2 * bandTop D q ^ k * (1 - q) * (q ^ (k + 1)) ^ n := by
    funext n
    have e : (q ^ (k + 1)) ^ n = q ^ n * (q ^ n) ^ k := by
      rw [← pow_mul, ← pow_mul, ← pow_add]
      congr 1
      ring
    rw [neg_pow (level D q n) k, e]
    simp only [weight, level, mul_pow]
    ring
  change HasSum (fun n => weight q n * (level D q n ^ k + (-level D q n) ^ k)) _
  rw [hs, div_eq_mul_inv (1 - q), ← mul_assoc]
  exact h

/-- Two relations between `residual q (n + 1)` and `residual q n`, for `0 ≤ z ≤ 1`. -/
theorem residual_relations (hq0 : 0 < q) (hq1 : q < 1) (n : ℕ) : ∀ z : ℝ, 0 ≤ z → z ≤ 1 →
    (1 - q ^ (2 * n + 1)) * (1 - q * z) * residual q (n + 1) z =
      (1 - q ^ (n + 1)) * (q ^ n - q * z) * residual q n (q * z) ∧
    (1 - q ^ (2 * n + 1)) * (1 - q ^ (n + 3) * z) * residual q (n + 1) (q * z) =
      q ^ n * (1 - q ^ (n + 1)) * (1 - q * z) * residual q n z := by
  have hle : ∀ z : ℝ, z ≤ 1 → q * z ≤ q := fun z hz => mul_le_of_le_one_right hq0.le hz
  induction n with
  | zero =>
    intro z _ hz
    have e1 : 1 - q ^ 2 * (q * z) ≠ 0 := by
      have h1 := mul_le_of_le_one_right (sq_nonneg q) ((hle z hz).trans hq1.le)
      have h2 := pow_lt_one₀ hq0.le hq1 two_ne_zero
      linarith
    have e2 : 1 - q * z ≠ 0 := by linarith [hle z hz]
    have a1 : (1 - q ^ 2 * (q * z)) * ((1 - q) / (1 - q ^ 2 * (q * z))) = 1 - q := by
      rw [← mul_div_assoc, mul_div_cancel_left₀ _ e1]
    have a2 : (1 - q * z) * ((1 - q) / (1 - q * z)) = 1 - q := by
      rw [← mul_div_assoc, mul_div_cancel_left₀ _ e2]
    simp only [zero_add, residual]
    constructor
    · ring
    · linear_combination (1 - q) * a1 - (1 - q) * a2
  | succ n ih =>
    have hA : 1 - q ^ (2 * n + 1) ≠ 0 := one_sub_pow_ne hq0 hq1 (by omega)
    have hB : 1 - q ^ (2 * n + 3) ≠ 0 := one_sub_pow_ne hq0 hq1 (by omega)
    have ht : hopShape q n * ((1 - q ^ (2 * n + 1)) * (1 - q ^ (2 * n + 3))) =
        q ^ n * (1 - q ^ (n + 1)) ^ 2 := div_mul_cancel₀ _ (mul_ne_zero hA hB)
    -- the chain recursion and the second relation give the next first relation
    have R : ∀ z : ℝ, 0 ≤ z → z ≤ 1 →
        (1 - q ^ (2 * (n + 1) + 1)) * (1 - q * z) * residual q (n + 1 + 1) z =
        (1 - q ^ (n + 1 + 1)) * (q ^ (n + 1) - q * z) * residual q (n + 1) (q * z) := by
      intro z h0 h1
      rw [show residual q (n + 1 + 1) z =
        residual q (n + 1) (q * z) - hopShape q n * residual q n z from rfl]
      apply mul_left_cancel₀ hA
      linear_combination (1 - q ^ (n + 1)) * (ih z h0 h1).2 -
        (1 - q * z) * residual q n z * ht
    intro z h0 h1
    have z0 : 0 ≤ q * z := mul_nonneg hq0.le h0
    have z1 : q * z ≤ 1 := (hle z h1).trans hq1.le
    have hu : 1 - q * (q * z) ≠ 0 := by linarith [hle _ z1]
    refine ⟨R z h0 h1, mul_left_cancel₀ (mul_ne_zero hA hu) ?_⟩
    linear_combination (1 - q ^ (2 * n + 1)) * (1 - q ^ (n + 4) * z) * R _ z0 z1 +
      (1 - q ^ (n + 2)) * (q ^ (n + 1) - q ^ 2 * z) * (ih _ z0 z1).2 -
      (1 - q * (q * z)) * q ^ (n + 1) * (1 - q ^ (n + 2)) * (ih z h0 h1).1

/-- The function `residual q n` vanishes at `z = q^k` for every `k < n` of the same parity as `n`.
-/
theorem residual_eq_zero (hq0 : 0 < q) (hq1 : q < 1) (n : ℕ) :
    ∀ k, k < n → Even (k + n) → residual q n (q ^ k) = 0 := by
  induction n with
  | zero => intro k hk; omega
  | succ n ih =>
    rintro k hk ⟨r, hr⟩
    have h := (residual_relations hq0 hq1 n (q ^ k) (pow_nonneg hq0.le k)
      (pow_le_one₀ hq0.le hq1.le)).1
    rw [← pow_succ' q k] at h
    have hz : (q ^ n - q ^ (k + 1)) * residual q n (q ^ (k + 1)) = 0 := by
      rcases eq_or_ne (k + 1) n with e | e
      · rw [e, sub_self, zero_mul]
      · rw [ih (k + 1) (by omega) ⟨r, by omega⟩, mul_zero]
    rw [mul_assoc (1 - q ^ (n + 1)), hz, mul_zero] at h
    exact (mul_eq_zero.1 h).resolve_left (mul_ne_zero
      (one_sub_pow_ne hq0 hq1 (by omega)) (one_sub_pow_ne hq0 hq1 (by omega)))

/-- At `z = q^n` the value of `residual q n` is the product of the first `n` scaled squared
hoppings. -/
theorem residual_diag (hq0 : 0 < q) (hq1 : q < 1) (n : ℕ) :
    residual q n (q ^ n) = ∏ i ∈ Finset.range n, hopShape q i := by
  induction n with
  | zero =>
    have h : 1 - q ≠ 0 := by linarith
    simp [residual, div_self h]
  | succ n ih =>
    have h := residual_eq_zero hq0 hq1 (n + 2) n (by omega) ⟨n + 1, by omega⟩
    simp only [residual] at h
    rw [Finset.prod_range_succ, ← ih, pow_succ']
    linear_combination h

/-- The average of `x^k` times the `n`-th chain polynomial, for all `k` and `n`. -/
theorem chain_moment (hq0 : 0 < q) (hq1 : q < 1) (n : ℕ) : ∀ k : ℕ,
    StarAverage D q (fun x => x ^ k * chainPoly D q n x)
      ((1 + (-1) ^ (k + n)) / 2 * bandTop D q ^ (k + n) * residual q n (q ^ k)) := by
  induction n using Nat.twoStepInduction with
  | zero =>
    intro k
    simp only [chainPoly, residual, mul_one, add_zero]
    rw [← pow_succ' q k]
    exact star_moment D hq0 hq1 k
  | one =>
    intro k
    simp only [chainPoly, residual, ← pow_succ]
    rw [show q ^ 2 * q ^ k = q ^ (k + 1 + 1) by ring]
    exact star_moment D hq0 hq1 (k + 1)
  | more n ih0 ih1 =>
    intro k
    refine average_sub D (hopSq D q n) (ih1 (k + 1)) (ih0 k) ?_ ?_
    · intro x
      simp only [chainPoly]
      ring
    · simp only [residual, hopSq]
      rw [pow_succ' q k]
      ring

/-- The chain polynomials are orthogonal in the average over the discretized band, and the
squared norm of the `n`-th one is the product `t_0^2 ⋯ t_(n-1)^2`. -/
theorem wilson_chain_orthogonal (hq0 : 0 < q) (hq1 : q < 1) (m n : ℕ) :
    StarAverage D q (fun x => chainPoly D q m x * chainPoly D q n x)
      (if m = n then ∏ i ∈ Finset.range n, hopSq D q i else 0) := by
  have base : ∀ k n, k ≤ n → StarAverage D q (fun x => x ^ k * chainPoly D q n x)
      (if k = n then ∏ i ∈ Finset.range n, hopSq D q i else 0) := by
    intro k n hk
    convert chain_moment D hq0 hq1 n k using 1
    split_ifs with h
    · subst h
      rw [residual_diag hq0 hq1, Even.neg_one_pow ⟨k, rfl⟩]
      simp only [hopSq, Finset.prod_mul_distrib, Finset.prod_const, Finset.card_range]
      ring
    · rcases Nat.even_or_odd (k + n) with he | ho
      · rw [residual_eq_zero hq0 hq1 n k (by omega) he, mul_zero]
      · rw [ho.neg_one_pow]
        ring
  -- replace powers of the energy by chain polynomials, site by site
  have key : ∀ m k n, k + m ≤ n →
      StarAverage D q (fun x => x ^ k * (chainPoly D q m x * chainPoly D q n x))
        (if k + m = n then ∏ i ∈ Finset.range n, hopSq D q i else 0) := by
    intro m
    induction m using Nat.twoStepInduction with
    | zero =>
      intro k n h
      simpa only [chainPoly, one_mul, add_zero] using base k n h
    | one =>
      intro k n h
      simpa only [chainPoly, pow_succ, mul_assoc] using base (k + 1) n h
    | more m ih0 ih1 =>
      intro k n h
      refine average_sub D (hopSq D q m) (ih1 (k + 1) n (by omega)) (ih0 k n (by omega)) ?_ ?_
      · intro x
        simp only [chainPoly]
        ring
      · rw [if_neg (show k + m ≠ n by omega), mul_zero, sub_zero,
          show k + 1 + (m + 1) = k + (m + 2) by omega]
  rcases le_or_gt m n with h | h
  · simpa only [pow_zero, one_mul, zero_add] using key m 0 n (by omega)
  · have h' := key n 0 m (by omega)
    rw [if_neg (by omega)] at h'
    rw [if_neg (by omega)]
    convert h' using 1
    funext x
    ring

/-- The weights sum to one, odd moments vanish, the second moment is `t_0^2` and the fourth
is `t_0^2 (t_0^2 + t_1^2)`. -/
theorem wilson_moments (hq0 : 0 < q) (hq1 : q < 1) :
    StarAverage D q (fun _ => 1) 1 ∧
    (∀ j : ℕ, StarAverage D q (fun x => x ^ (2 * j + 1)) 0) ∧
    StarAverage D q (fun x => x ^ 2) (hopSq D q 0) ∧
    StarAverage D q (fun x => x ^ 4) (hopSq D q 0 * (hopSq D q 0 + hopSq D q 1)) := by
  have d1 : 1 - q ≠ 0 := by linarith
  have d3 : 1 - q ^ 3 ≠ 0 := one_sub_pow_ne hq0 hq1 (by omega)
  have d5 : 1 - q ^ 5 ≠ 0 := one_sub_pow_ne hq0 hq1 (by omega)
  have s0 : hopShape q 0 = (1 - q) / (1 - q ^ 3) := by
    unfold hopShape
    rw [div_eq_div_iff (mul_ne_zero (one_sub_pow_ne hq0 hq1 (by omega))
      (one_sub_pow_ne hq0 hq1 (by omega))) d3]
    ring
  have s1 : hopShape q 0 + hopShape q 1 = (1 - q ^ 3) / (1 - q ^ 5) := by
    rw [s0, show hopShape q 1 = q * (1 - q ^ 2) ^ 2 / ((1 - q ^ 3) * (1 - q ^ 5)) by
      norm_num [hopShape], div_add_div _ _ d3 (mul_ne_zero d3 d5),
      div_eq_div_iff (mul_ne_zero d3 (mul_ne_zero d3 d5)) d5]
    ring
  have s2 : hopShape q 0 * (hopShape q 0 + hopShape q 1) = (1 - q) / (1 - q ^ 5) := by
    rw [s1, s0, div_mul_div_comm, div_eq_div_iff (mul_ne_zero d3 d5) d5]
    ring
  refine ⟨?_, fun j => ?_, ?_, ?_⟩
  · have h := wilson_chain_orthogonal D hq0 hq1 0 0
    simpa [chainPoly] using h
  · convert star_moment D hq0 hq1 (2 * j + 1) using 1
    rw [Odd.neg_one_pow ⟨j, rfl⟩]
    ring
  · convert star_moment D hq0 hq1 2 using 1
    rw [hopSq, s0]
    ring
  · convert star_moment D hq0 hq1 4 using 1
    simp only [hopSq]
    linear_combination bandTop D q ^ 4 * s2

/-- For `D > 0`, `Λ > 1` and `q = 1/Λ`, the rescaled hopping `t_n Λ^(n/2)` tends to `D (1 + 1/Λ) /
2`. -/
theorem hopping_asymptotics {L : ℝ} (hD : 0 < D) (hL : 1 < L) :
    Tendsto (fun n : ℕ => √(hopSq D (1 / L) n) * L ^ ((n : ℝ) / 2)) atTop
      (𝓝 (D * (1 + 1 / L) / 2)) := by
  have L0 : 0 < L := by linarith
  obtain ⟨q, hq⟩ : ∃ q, q = 1 / L := ⟨_, rfl⟩
  have hq0 : 0 < q := by rw [hq]; positivity
  have hqL : q * L = 1 := by rw [hq]; exact div_mul_cancel₀ _ L0.ne'
  have hq1 : q < 1 := by nlinarith
  rw [← hq]
  have hp : ∀ g : ℕ → ℕ, (∀ n, n ≤ g n) →
      Tendsto (fun n => 1 - q ^ g n) atTop (𝓝 1) := by
    intro g hg
    have h := ((tendsto_pow_atTop_nhds_zero_of_lt_one hq0.le hq1).comp
      (tendsto_atTop_mono hg tendsto_id)).const_sub 1
    simpa [Function.comp_def] using h
  have h := ((((hp (fun n => n + 1) (fun n => by omega)).pow 2).div
    ((hp (fun n => 2 * n + 1) (fun n => by omega)).mul
      (hp (fun n => 2 * n + 3) (fun n => by omega))) (by norm_num)).const_mul
        (bandTop D q ^ 2)).sqrt
  have hc : 0 ≤ bandTop D q := by unfold bandTop; positivity
  have hv : √(bandTop D q ^ 2 * (1 ^ 2 / (1 * 1))) = D * (1 + q) / 2 := by
    rw [show bandTop D q ^ 2 * (1 ^ 2 / (1 * 1)) = bandTop D q ^ 2 by ring, Real.sqrt_sq hc]
    rfl
  rw [hv] at h
  refine h.congr (fun n => ?_)
  -- the growing factor cancels the exponential decay of the hopping
  have hr : L ^ ((n : ℝ) / 2) = √(L ^ n) := by
    rw [Real.sqrt_eq_rpow, ← Real.rpow_natCast, ← Real.rpow_mul L0.le]
    congr 1
    ring
  have hn : q ^ n * L ^ n = 1 := by rw [← mul_pow, hqL, one_pow]
  rw [hr, ← Real.sqrt_mul' _ (pow_nonneg L0.le n)]
  congr 1
  change bandTop D q ^ 2 * ((1 - q ^ (n + 1)) ^ 2 /
    ((1 - q ^ (2 * n + 1)) * (1 - q ^ (2 * n + 3)))) = _
  unfold hopSq hopShape
  linear_combination (-(bandTop D q ^ 2 * ((1 - q ^ (n + 1)) ^ 2 /
    ((1 - q ^ (2 * n + 1)) * (1 - q ^ (2 * n + 3)))))) * hn

end

end WilsonChain
```

```lean
#print axioms WilsonChain.wilson_chain_orthogonal
#print axioms WilsonChain.wilson_moments
#print axioms WilsonChain.hopping_asymptotics
```

```
'WilsonChain.wilson_chain_orthogonal' depends on axioms: [propext, Classical.choice, Quot.sound]
'WilsonChain.wilson_moments' depends on axioms: [propext, Classical.choice, Quot.sound]
'WilsonChain.hopping_asymptotics' depends on axioms: [propext, Classical.choice, Quot.sound]
```

## Exact for the infinite star

`StarAverage D q f v` says that the series for ⟨f⟩ converges to v, with the two levels ±c qⁿ paired in each term. `bandTop` is c, `hopShape` is sₙ, `hopSq` is tₙ², `chainPoly` is pₙ and `residual` is Fₙ. `wilson_chain_orthogonal` covers all m and n for 0 < q < 1 and any real D; `hopping_asymptotics` assumes D > 0 and Λ > 1, with Λ written `L`.

`star_moment` sums the geometric series, and `chain_moment` carries it along the recursion through the linearity lemma `average_sub`. `residual_relations` proves A and B together: `linear_combination` performs the eliminations and `mul_left_cancel₀` removes the nonzero factors. `residual_eq_zero` and `residual_diag` supply the zeros and the product. Inside the orthogonality proof, `base` treats xᵏpₙ and `key` replaces the power by pₘ; the case m > n follows by symmetry. `wilson_moments` compares the low moments, and `hopping_asymptotics` takes the limit of the expression that remains when qⁿ cancels Λⁿ under the square root.

The levels and weights are definitions, so the theorems give no bound on the error of replacing the continuous band by the star. They concern exact real arithmetic and infinitely many levels; a star cut off at finite n gives a finite chain with different hoppings. Keeping only the levels ±c, for example, gives a single hopping c instead of t₀ = c√s₀. A numerical test should therefore keep many levels and compare the early hoppings. Other hybridisation functions, shifted discretisation grids, the impurity and its coupling to site 0, and NRG truncation do not enter.
